# Among regions of equal volume, the centred ball has the largest average of 4π/|q|²

Take the ball |q| < q0, hollow out a smaller ball of radius a > 0 at its centre, and put the removed volume back as a layer on the outside. The result is a shell a < |q| < b with

b³ − a³ = q0³.

In spherical coordinates the factor 4πr² cancels the divergence of the Coulomb kernel, so the integral over the shell is

∫ from a to b of (4π/r²) · 4πr² dr = 16π² (b − a).

For the original ball it is 16π² q0. Since (q0 + a)³ > q0³ + a³ = b³, we have b − a < q0, and the shell has the smaller integral. Volume was moved from where the kernel is large to where it is small. The same exchange works for a region of any shape.

## Trading volume across the sphere

Write v(q) = 4π/|q|² for the kernel, B for the ball |q| < q0 with q0 > 0, and c = 4π/q0² for the value of v on its surface. Let S be any measurable region with the volume of B, which is V = 4πq0³/3, and let I(T) be the integral of v over a region T. The claim is that v is integrable on S and that

I(S)/V ≤ 12π/q0²,

with equality exactly when S and B differ by a set of volume zero.

The ball itself gives I(B) = 16π² q0, hence

I(B)/V = 16π² q0 · 3/(4πq0³) = 12π/q0².

For integrability on S, split S at radius 1. The inner part lies in the unit ball, where v has the finite integral 16π². On the outer part v ≤ 4π, and the volume is finite.

Now compare S with B. The common part cancels:

I(B) − I(S) = I(B \ S) − I(S \ B).

Because S and B have equal volumes, so have B \ S and S \ B. Subtracting c times that common volume from both terms changes nothing:

I(B) − I(S) = ∫ over B \ S of (v − c) + ∫ over S \ B of (c − v).

Inside the ball v > c, and outside it v ≤ c, so both integrals are non-negative. This proves the bound.

If equality holds, both integrals vanish. The first integrand is strictly positive away from the origin, so B \ S has volume zero. The second is strictly positive off the sphere |q| = q0, which itself has volume zero, so S \ B has volume zero too.

## Boxes lie strictly below the sphere value

Let S be the closed centred box |qᵢ| ≤ Lᵢ/2, i = 0, 1, 2, with L₀L₁L₂ = V. If its average were equal to 12π/q0², then B \ S would have volume zero. That set is open, because the box is closed, and a non-empty open set has positive volume. So B would lie entirely in the box. The point at distance 0.9 q0 along each axis would then be in the box, which gives Lᵢ ≥ 1.8 q0 and

L₀L₁L₂ ≥ 5.832 q0³.

But V = 4πq0³/3 < 4.2 q0³, a contradiction.

The gap can be large. For a rod with edges a, a and V/a², extending the long direction to infinity bounds the integral by

4π ∫ over the square of (π/ρ) dx dy,

where ρ is the distance from the long axis. This is proportional to a, so the average tends to zero as the rod gets thinner at fixed volume.

In exchange and GW sums over a momentum grid, the divergent q = 0 term can be replaced by an average of the kernel over the mini-zone around the origin. For the bare, isotropic kernel, replacing that cell by a sphere of equal volume can only overestimate the average, and for strongly elongated cells it may do so badly.

## Kernel, average and box in Lean

```lean
import Mathlib

open MeasureTheory Metric Set
open scoped Real

namespace CoulombMiniZone

noncomputable section
```

Momentum transfers are vectors in three-dimensional Euclidean space with Lebesgue measure.

```lean
/-- Momentum transfers in three dimensions. -/
abbrev Momentum := EuclideanSpace ℝ (Fin 3)
```

The kernel is in the convention 4π/|q|², with no screening, no truncation and no matrix elements.

```lean
/-- The bare Coulomb kernel `4π/|q|²`, for `q ≠ 0`. -/
def coulomb (q : Momentum) : ℝ := 4 * π / ‖q‖ ^ 2
```

Division by zero gives `coulomb 0 = 0` in Lean, which is why the origin is set aside as a null set in the comparison below.

```lean
/-- The average of the Coulomb kernel over a mini-zone `S` of positive finite volume. -/
def zoneAverage (S : Set Momentum) : ℝ := (∫ q in S, coulomb q) / volume.real S
```

The average is the integral divided by the volume as a real number. The box is closed, centred and aligned with the axes, and `L 0`, `L 1`, `L 2` are full edge lengths.

```lean
/-- The centred rectangular mini-zone with edge lengths `L 0`, `L 1`, `L 2`. -/
def box (L : Fin 3 → ℝ) : Set Momentum := {q | ∀ i, |q i| ≤ L i / 2}
```

## The ball integral and integrability

The first lemma is the strict inequality v > c inside the ball, away from the origin. The opposite inequality outside is proved where it is needed.

```lean
/-- Away from the origin, the kernel inside the sphere of radius `q0` exceeds its value on the
sphere. -/
theorem coulomb_inside {q0 : ℝ} {q : Momentum} (hq : q ≠ 0) (h : ‖q‖ < q0) :
    4 * π / q0 ^ 2 < coulomb q := by
  have hn : 0 < ‖q‖ := norm_pos_iff.mpr hq
  unfold coulomb
  gcongr
```

The volume of the ball is put in the form in which the later hypotheses state it.

```lean
/-- The volume of the ball of radius `q0` is `4π q0³/3`. -/
theorem volume_ball_eq {q0 : ℝ} (h0 : 0 < q0) :
    volume (ball (0 : Momentum) q0) = ENNReal.ofReal (4 * π * q0 ^ 3 / 3) := by
  rw [EuclideanSpace.volume_ball_fin_three, ← ENNReal.ofReal_pow h0.le,
    ← ENNReal.ofReal_mul (by positivity)]
  congr 1
  ring
```

The next theorem is the radial integral. The function `g` is the radial profile, cut off at q0, and `hw` is the cancellation of r² against 1/r². Mathlib's formula for radial functions then gives the dimension times the volume of the unit ball times the remaining one-dimensional integral:

3 · (4π/3) · 4πq0 = 16π² q0.

```lean
/-- The Coulomb kernel is integrable on the centred ball of radius `q0`, with integral
`16π² q0`. -/
theorem coulomb_ball {q0 : ℝ} (h0 : 0 < q0) :
    IntegrableOn coulomb (ball 0 q0) ∧ ∫ q in ball 0 q0, coulomb q = 16 * π ^ 2 * q0 := by
  let g : ℝ → ℝ := (Iio q0).indicator (fun r => 4 * π / r ^ 2)
  have hind : (ball (0 : Momentum) q0).indicator coulomb = fun q => g ‖q‖ := by
    ext q
    by_cases h : ‖q‖ < q0 <;> simp [g, Set.indicator, coulomb, h]
  have hd : Module.finrank ℝ Momentum = 3 := finrank_euclideanSpace_fin
  -- the radial Jacobian cancels the divergence
  have hw : EqOn (fun y : ℝ => y ^ (Module.finrank ℝ Momentum - 1) • g y)
      ((Iio q0).indicator (fun _ => 4 * π)) (Ioi 0) := by
    intro y hy
    have hy0 : y ≠ 0 := ne_of_gt hy
    simp only [hd, g]
    by_cases h : y ∈ Iio q0
    · rw [indicator_of_mem h, indicator_of_mem h]
      change y ^ 2 * (4 * π / y ^ 2) = 4 * π
      field_simp
    · rw [indicator_of_notMem h, indicator_of_notMem h, smul_zero]
  constructor
  · rw [← integrable_indicator_iff measurableSet_ball, hind]
    refine (integrable_fun_norm_addHaar (μ := (volume : Measure Momentum)) (f := g)).2 ?_
    refine (integrableOn_congr_fun hw measurableSet_Ioi).2 ?_
    rw [IntegrableOn, integrable_indicator_iff measurableSet_Iio, IntegrableOn,
      Measure.restrict_restrict measurableSet_Iio, Iio_inter_Ioi]
    exact integrable_const _
  · rw [← integral_indicator measurableSet_ball, hind,
      integral_fun_norm_addHaar (μ := (volume : Measure Momentum)) (f := g),
      setIntegral_congr_fun measurableSet_Ioi hw, integral_indicator measurableSet_Iio,
      Measure.restrict_restrict measurableSet_Iio, Iio_inter_Ioi, setIntegral_const,
      Real.volume_real_Ioo_of_le h0.le, measureReal_def, volume_ball_eq one_pos,
      ENNReal.toReal_ofReal (by positivity), hd]
    simp only [nsmul_eq_mul, smul_eq_mul]
    push_cast
    ring
```

Integrability on a general region follows the split at radius 1. Here `hout` is the bounded outer part, and the final lines cover S by the unit ball and that part.

```lean
/-- The Coulomb kernel is integrable on every measurable mini-zone of finite volume. -/
theorem coulomb_integrableOn {S : Set Momentum} (hS : MeasurableSet S)
    (hfin : volume S ≠ ⊤) : IntegrableOn coulomb S := by
  have hm : Measurable coulomb := by unfold coulomb; fun_prop
  have hout : IntegrableOn coulomb (S \ ball 0 1) := by
    refine IntegrableOn.of_bound ((measure_mono Set.sdiff_subset).trans_lt hfin.lt_top)
      hm.aestronglyMeasurable (4 * π) ?_
    filter_upwards [ae_restrict_mem (hS.diff measurableSet_ball)] with q hq
    have h1 : 1 ≤ ‖q‖ := by simpa using hq.2
    have hp : 0 ≤ coulomb q := by unfold coulomb; positivity
    rw [Real.norm_of_nonneg hp]
    exact div_le_self (by positivity) (one_le_pow₀ h1)
  refine ((coulomb_ball one_pos).1.union hout).mono_set ?_
  intro q hq
  by_cases h : q ∈ ball (0 : Momentum) 1
  · exact Or.inl h
  · exact Or.inr ⟨hq, h⟩
```

## The comparison and its equality case

In `integral_le_ball` the function `w` is v − c. The auxiliary statement `hT` says that, for any measurable T of volume V, integrating w over T gives I(T) − cV. It is applied to both the ball and S, so the terms cV cancel in the difference. The pointwise inequality `hnn` treats the four cases of q inside or outside the ball and inside or outside S.

For equality, a non-negative function with zero integral vanishes almost everywhere (`hz`). Away from the origin and the sphere, the strict inequalities then leave only points on which S and the ball agree.

```lean
/-- Among measurable mini-zones of volume `4π q0³/3` the integral of the Coulomb kernel is at most
`16π² q0`, and this value is reached only by the centred ball, up to a null set. -/
theorem integral_le_ball {q0 : ℝ} (h0 : 0 < q0) {S : Set Momentum} (hS : MeasurableSet S)
    (hV : volume S = ENNReal.ofReal (4 * π * q0 ^ 3 / 3)) :
    ∫ q in S, coulomb q ≤ 16 * π ^ 2 * q0 ∧
      (∫ q in S, coulomb q = 16 * π ^ 2 * q0 → S =ᵐ[volume] ball 0 q0) := by
  let w : Momentum → ℝ := fun q => coulomb q - 4 * π / q0 ^ 2
  have hT : ∀ T : Set Momentum, MeasurableSet T →
      volume T = ENNReal.ofReal (4 * π * q0 ^ 3 / 3) →
      Integrable (T.indicator w) ∧ ∫ q, T.indicator w q =
        (∫ q in T, coulomb q) - 4 * π / q0 ^ 2 * (4 * π * q0 ^ 3 / 3) := by
    intro T hTm hTV
    have hf : volume T ≠ ⊤ := by rw [hTV]; exact ENNReal.ofReal_ne_top
    have hv := coulomb_integrableOn hTm hf
    have hc : IntegrableOn (fun _ : Momentum => 4 * π / q0 ^ 2) T := integrableOn_const hf
    refine ⟨(integrable_indicator_iff hTm).2 (hv.sub hc), ?_⟩
    rw [integral_indicator hTm, integral_sub hv hc, setIntegral_const, smul_eq_mul,
      measureReal_def, hTV, ENNReal.toReal_ofReal (by positivity)]
    ring
  obtain ⟨iB, eB⟩ := hT _ measurableSet_ball (volume_ball_eq h0)
  obtain ⟨iS, eS⟩ := hT S hS hV
  have hne : ∀ᵐ q : Momentum, q ≠ 0 := compl_mem_ae_iff.mpr (measure_singleton 0)
  -- almost everywhere, `w` cut off to the ball is at least `w` cut off to `S`
  have hnn : 0 ≤ᵐ[volume] fun q => (ball 0 q0).indicator w q - S.indicator w q := by
    filter_upwards [hne] with q hq
    by_cases hb : ‖q‖ < q0
    · have := coulomb_inside hq hb
      by_cases hs : q ∈ S <;> simp [Set.indicator, hb, hs, w, this.le]
    · have : coulomb q ≤ 4 * π / q0 ^ 2 := by
        have := not_lt.mp hb
        unfold coulomb
        gcongr
      by_cases hs : q ∈ S <;> simp [Set.indicator, hb, hs, w, this]
  have hint := integral_sub iB iS
  rw [eB, eS, (coulomb_ball h0).2] at hint
  refine ⟨by linarith [integral_nonneg_of_ae hnn], fun heq => ?_⟩
  have hz := (integral_eq_zero_iff_of_nonneg_ae hnn (iB.sub iS)).1 (by rw [hint, heq]; ring)
  have hsph : ∀ᵐ q : Momentum, q ∉ sphere (0 : Momentum) q0 :=
    compl_mem_ae_iff.mpr (Measure.addHaar_sphere volume 0 q0)
  refine Filter.eventuallyEq_set.2 ?_
  filter_upwards [hz, hne, hsph] with q hq hq0 hqs
  have hn : ‖q‖ ≠ q0 := by simpa using hqs
  rcases lt_or_gt_of_ne hn with hb | hb
  · have := coulomb_inside hq0 hb
    by_cases hs : q ∈ S
    · simp [hs, hb]
    · simp [Set.indicator, hb, hs, w] at hq
      linarith
  · have : coulomb q < 4 * π / q0 ^ 2 := by unfold coulomb; gcongr
    by_cases hs : q ∈ S
    · simp [Set.indicator, not_lt.mpr hb.le, hs, w] at hq
      linarith
    · simp [hs, hb.le]
```

The main theorem divides by the volume. Its hypotheses are q0 > 0, measurability of `S`, and the volume condition `hV`; the region need not be centred, connected or convex. The relation `=ᵐ[volume]` means equality up to a set of volume zero. The remaining direction of the equivalence holds because regions that agree in this sense have the same integral.

```lean
/-- On any measurable mini-zone of volume `4π q0³/3` the Coulomb kernel is integrable and its
average is at most `12π/q0²`, with equality exactly for the centred ball, up to a null set. -/
theorem zoneAverage_le_sphere {q0 : ℝ} (h0 : 0 < q0) {S : Set Momentum}
    (hS : MeasurableSet S) (hV : volume S = ENNReal.ofReal (4 * π * q0 ^ 3 / 3)) :
    IntegrableOn coulomb S ∧ zoneAverage S ≤ 12 * π / q0 ^ 2 ∧
      (zoneAverage S = 12 * π / q0 ^ 2 ↔ S =ᵐ[volume] ball 0 q0) := by
  obtain ⟨hle, heq⟩ := integral_le_ball h0 hS hV
  have hpos : 0 < 4 * π * q0 ^ 3 / 3 := by positivity
  have hval : 12 * π / q0 ^ 2 * (4 * π * q0 ^ 3 / 3) = 16 * π ^ 2 * q0 := by
    field_simp
    ring
  refine ⟨coulomb_integrableOn hS (by rw [hV]; exact ENNReal.ofReal_ne_top), ?_⟩
  rw [zoneAverage, measureReal_def, hV, ENNReal.toReal_ofReal hpos.le,
    div_le_iff₀ hpos, div_eq_iff hpos.ne', hval]
  exact ⟨hle, heq, fun h => by rw [setIntegral_congr_set h, (coulomb_ball h0).2]⟩
```

The theorem could also have been stated with S as the starting point, assuming only a positive finite volume V and defining q0 as the radius of the ball of that volume. The bound would then read 12π (4π/(3V))^(2/3). The content would be the same, but a fractional power would replace the condition `hV`.

## The strict inequality for rectangular mini-zones

The last theorem takes positive edge lengths whose product is V. It first shows that the box is closed and has that volume (`hcl`, `hvol`), so that the main theorem applies. Under the assumption of equality, `hnull` and `hsub` turn "almost all of the ball" into "the whole ball", `hedge` gives the edge bound 9/5 · q0, and the last lines compare volumes using π < 3.15.

The strict inequality is stated for these rectangular boxes only. A skewed cell, as for a hexagonal lattice, is covered by the previous theorem with its bound and its equality condition.

```lean
/-- For a centred rectangular mini-zone, cubic or not, of volume `4π q0³/3`, the average of the
Coulomb kernel is strictly below `12π/q0²`. -/
theorem zoneAverage_box_lt {q0 : ℝ} (h0 : 0 < q0) {L : Fin 3 → ℝ} (hL : ∀ i, 0 < L i)
    (hV : L 0 * L 1 * L 2 = 4 * π * q0 ^ 3 / 3) :
    zoneAverage (box L) < 12 * π / q0 ^ 2 := by
  have hcl : IsClosed (box L) := by
    simp only [box, Set.ofPred_forall]
    exact isClosed_iInter fun i => isClosed_le (by fun_prop) continuous_const
  have hvol : volume (box L) = ENNReal.ofReal (4 * π * q0 ^ 3 / 3) := by
    have hpre : box L = (WithLp.ofLp : Momentum → Fin 3 → ℝ) ⁻¹'
        Icc (fun i => -(L i / 2)) (fun i => L i / 2) := by
      ext q
      simp only [box, Set.mem_ofPred_eq, mem_preimage, mem_Icc, Pi.le_def, abs_le, forall_and]
    rw [hpre, (PiLp.volume_preserving_ofLp (Fin 3)).measure_preimage
      measurableSet_Icc.nullMeasurableSet, Real.volume_Icc_pi,
      ← ENNReal.ofReal_prod_of_nonneg (fun i _ => by linarith [hL i]), ← hV]
    congr 1
    rw [Fin.prod_univ_three]
    ring
  obtain ⟨-, hle, hiff⟩ := zoneAverage_le_sphere h0 hcl.measurableSet hvol
  refine lt_of_le_of_ne hle fun h => ?_
  -- equality would force the closed box to contain the whole ball
  have hnull : volume (ball (0 : Momentum) q0 \ box L) = 0 :=
    ae_le_set.1 (hiff.1 h).symm.le
  have hsub : ball (0 : Momentum) q0 ⊆ box L :=
    Set.sdiff_eq_empty.1 (((isOpen_ball.sdiff hcl).measure_eq_zero_iff volume).1 hnull)
  have hedge : ∀ i, 9 / 5 * q0 ≤ L i := by
    intro i
    have hmem : EuclideanSpace.single i (9 / 10 * q0) ∈ ball (0 : Momentum) q0 := by
      rw [mem_ball_zero_iff, PiLp.norm_single, Real.norm_of_nonneg (by positivity)]
      linarith
    have hi := hsub hmem i
    have hs : (EuclideanSpace.single i (9 / 10 * q0) : Momentum) i = 9 / 10 * q0 := by simp
    rw [hs, abs_of_pos (by positivity)] at hi
    linarith
  have hprod : 9 / 5 * q0 * (9 / 5 * q0) * (9 / 5 * q0) ≤ L 0 * L 1 * L 2 := by
    have p0 := hL 0
    have p1 := hL 1
    exact mul_le_mul (mul_le_mul (hedge 0) (hedge 1) (by positivity) p0.le) (hedge 2)
      (by positivity) (by positivity)
  have hpi : π * q0 ^ 3 < 3.15 * q0 ^ 3 :=
    mul_lt_mul_of_pos_right Real.pi_lt_d2 (by positivity)
  have hq3 : 0 < q0 ^ 3 := by positivity
  nlinarith

end

end CoulombMiniZone
```

```lean
#print axioms CoulombMiniZone.zoneAverage_le_sphere
#print axioms CoulombMiniZone.zoneAverage_box_lt
```

```
'CoulombMiniZone.zoneAverage_le_sphere' depends on axioms: [propext, Classical.choice, Quot.sound]
'CoulombMiniZone.zoneAverage_box_lt' depends on axioms: [propext, Classical.choice, Quot.sound]
```
